# Upper and lower bounds on the long-range fraction of a split r⁻⁶ interaction

An r⁻⁶ interaction is divided into two parts, and the fraction given to the long-range part is 1 − e⁻ˣ(1 + x + x²/2), where x = b²r². The theorem `longRangeFraction_bounds` says that for every real x > 0 this fraction lies strictly between x³/6 − x⁴/8 and x³/6. It concerns this one function only, not a sum over particles or a lattice. For each bound, the proof takes the difference of the two sides, which vanishes at x = 0, and shows that its slope is positive for positive arguments.

The failing Lean file:

```lean
import Mathlib

open Finset

namespace DispersionEwaldSelfTerm

noncomputable section

/-- The fraction of the `r⁻⁶` interaction assigned to the long-range part,
as a function of `x = b² r²`. -/
def longRangeFraction (x : ℝ) : ℝ := 1 - Real.exp (-x) * (1 + x + x ^ 2 / 2)

/-- A differentiable function on `ℝ` that vanishes at the origin and has positive slope at all
positive arguments is positive there. -/
lemma pos_of_slope_pos {f f' : ℝ → ℝ} (h0 : f 0 = 0)
    (hd : ∀ t, HasDerivAt f (f' t) t) (hp : ∀ t, 0 < t → 0 < f' t)
    {x : ℝ} (hx : 0 < x) : 0 < f x := by
  have hm : StrictMonoOn f (Set.Ici 0) := by
    apply strictMonoOn_of_deriv_pos (convex_Ici 0)
    · exact fun t _ => (hd t).continuousAt.continuousWithinAt
    · intro t ht
      rw [interior_Ici] at ht
      rw [(hd t).deriv]
      exact hp t ht
  have h := hm (Set.mem_Ici.2 le_rfl) (Set.mem_Ici.2 hx.le) hx
  rwa [h0] at h

lemma hasDerivAt_exp_neg (t : ℝ) :
    HasDerivAt (fun s : ℝ => Real.exp (-s)) (-Real.exp (-t)) t :=
  (hasDerivAt_id' t).fun_neg.exp.congr_deriv (by ring)

/-- The long-range fraction grows with slope `exp(-x) x²/2`. -/
theorem hasDerivAt_longRangeFraction (t : ℝ) :
    HasDerivAt longRangeFraction (Real.exp (-t) * t ^ 2 / 2) t := by
  have hq := ((hasDerivAt_id' t).const_add 1).fun_add ((hasDerivAt_pow 2 t).div_const 2)
  have h := ((hasDerivAt_exp_neg t).fun_mul hq).const_sub 1
  exact h.congr_deriv (by simp only [Nat.cast_ofNat, Nat.reduceSub]; ring)

/-- For `x > 0` the long-range fraction lies strictly between `x³/6 - x⁴/8` and `x³/6`. -/
theorem longRangeFraction_bounds {x : ℝ} (hx : 0 < x) :
    x ^ 3 / 6 - x ^ 4 / 8 < longRangeFraction x ∧ longRangeFraction x < x ^ 3 / 6 := by
  constructor
  · -- the slope of the difference is positive because `1 - t < exp(-t)`
    have h : 0 < longRangeFraction x - (x ^ 3 / 6 - x ^ 4 / 8) := by
      refine pos_of_slope_pos (f := fun s => longRangeFraction s - (s ^ 3 / 6 - s ^ 4 / 8))
        (f' := fun s => s ^ 2 / 2 * (Real.exp (-s) - (1 - s))) ?_ ?_ ?_ hx
      · simp [longRangeFraction]
      · intro t
        exact ((hasDerivAt_longRangeFraction t).fun_sub
          (((hasDerivAt_pow 3 t).div_const 6).fun_sub
            ((hasDerivAt_pow 4 t).div_const 8))).congr_deriv
          (by simp only [Nat.cast_ofNat, Nat.reduceSub]; ring)
      · intro t ht
        have he := Real.add_one_lt_exp (neg_ne_zero.2 ht.ne')
        exact mul_pos (by positivity) (by linarith)
    linarith
  · -- here the slope is positive because `exp(-t) < 1`
    have h : 0 < x ^ 3 / 6 - longRangeFraction x := by
      refine pos_of_slope_pos (f := fun s => s ^ 3 / 6 - longRangeFraction s)
        (f' := fun s => s ^ 2 / 2 * (1 - Real.exp (-s))) ?_ ?_ ?_ hx
      · simp [longRangeFraction]
      · intro t
        exact (((hasDerivAt_pow 3 t).div_const 6).fun_sub
          (hasDerivAt_longRangeFraction t)).congr_deriv
          (by simp only [Nat.cast_ofNat, Nat.reduceSub]; ring)
      · intro t ht
        have he : Real.exp (-t) < 1 := Real.exp_lt_one (by linarith)
        exact mul_pos (by positivity) (by linarith)
    linarith

end

end DispersionEwaldSelfTerm
```

The error:

```
Main.lean:67:39: error(lean.unknownIdentifier): Unknown constant `Real.exp_lt_one`
```

Cause. The message `Unknown constant` means that Lean found no declaration called `Real.exp_lt_one` in what the file imports. The name is used in the proof of the upper bound, where the slope of the difference is t²/2 · (1 − e⁻ᵗ). To show that this is positive for t > 0, the proof needs e⁻ᵗ < 1, and it tried to get this from the missing lemma. The mathematical step is sound; only the reference fails.

The repair uses `Real.exp_lt_one_iff`, an equivalence which says that the exponential of a real number is less than 1 exactly when that number is negative. The suffix `.2` selects the direction from negativity to the bound on the exponential. What remains to be shown is −t < 0, which `linarith` derives from the hypothesis `ht`, that is, 0 < t. The rest of the proof is unchanged.

Lean accepts the file once it reads:

```diff
@@ -65,5 +65,5 @@
           (by simp only [Nat.cast_ofNat, Nat.reduceSub]; ring)
       · intro t ht
-        have he : Real.exp (-t) < 1 := Real.exp_lt_one (by linarith)
+        have he : Real.exp (-t) < 1 := Real.exp_lt_one_iff.2 (by linarith)
         exact mul_pos (by positivity) (by linarith)
     linarith
```
